# A continuous, normalised spin-up spinor for every direction but the south pole

For a single spin-1/2 and a unit vector n = (x, y, z), `northGauge_spec` concerns the spinor u(n) = (1 + z, x + iy)/√(2(1 + z)). It states that, on the unit sphere without the south pole z = −1, u depends continuously on n, has norm 1 and satisfies (n · σ)u(n) = u(n), so that it is spin-up along n. The proof first shows that 2(1 + z) is positive away from the south pole, so the denominator is not zero. It then treats each component as a quotient of continuous functions, leaving the continuity of numerators and denominators to `fun_prop`, and checks the norm and the eigenvalue equation by algebra.

The failing Lean file:

```lean
import Mathlib

open Matrix

namespace NorthGaugeSpec

noncomputable section

/-- A direction in space: a point of the unit sphere in three dimensions. -/
abbrev Direction := {n : Fin 3 → ℝ // n 0 ^ 2 + n 1 ^ 2 + n 2 ^ 2 = 1}

/-- The spin operator `n · σ`, written with the three Pauli matrices. -/
def spinAlong (n : Fin 3 → ℝ) : Matrix (Fin 2) (Fin 2) ℂ :=
  (n 0 : ℂ) • !![0, 1; 1, 0] + (n 1 : ℂ) • !![0, -Complex.I; Complex.I, 0]
    + (n 2 : ℂ) • !![1, 0; 0, -1]

/-- The equation `(n · σ) v = v` written out for the two spin amplitudes. -/
theorem spin_up_iff (n : Fin 3 → ℝ) (v : Fin 2 → ℂ) :
    spinAlong n *ᵥ v = v ↔
      (n 2 : ℂ) * v 0 + ((n 0 : ℂ) - n 1 * Complex.I) * v 1 = v 0 ∧
      ((n 0 : ℂ) + n 1 * Complex.I) * v 0 - n 2 * v 1 = v 1 := by
  have h : spinAlong n = !![(n 2 : ℂ), (n 0 : ℂ) - n 1 * Complex.I;
      (n 0 : ℂ) + n 1 * Complex.I, -(n 2 : ℂ)] := by
    ext i j
    fin_cases i <;> fin_cases j <;> simp [spinAlong]
    ring
  rw [h, funext_iff, Fin.forall_fin_two]
  simp [Matrix.mulVec, dotProduct, Fin.sum_univ_two, sub_eq_add_neg]

/-- The spinor `(1 + z, x + i y) / √(2 (1 + z))` for the direction `(x, y, z)`, meant for
directions other than the south pole. -/
def northGauge (n : Direction) : Fin 2 → ℂ :=
  ![((1 + n.1 2 : ℝ) : ℂ) / (√(2 * (1 + n.1 2)) : ℝ),
    ((n.1 0 : ℂ) + n.1 1 * Complex.I) / (√(2 * (1 + n.1 2)) : ℝ)]

/-- Away from the south pole the spinor `northGauge` is continuous, normalised and satisfies
`(n · σ) u(n) = u(n)`. -/
theorem northGauge_spec : ContinuousOn northGauge {n | n.1 2 ≠ -1} ∧
    ∀ n : Direction, n.1 2 ≠ -1 → ‖northGauge n 0‖ ^ 2 + ‖northGauge n 1‖ ^ 2 = 1 ∧
      spinAlong n.1 *ᵥ northGauge n = northGauge n := by
  have hpos : ∀ n : Direction, n.1 2 ≠ -1 → 0 < 2 * (1 + n.1 2) := by
    intro n hn
    have h1 : -1 ≤ n.1 2 := by nlinarith [n.2, sq_nonneg (n.1 0), sq_nonneg (n.1 1)]
    have h2 := lt_of_le_of_ne h1 (Ne.symm hn)
    linarith
  have hne : ∀ n : Direction, n.1 2 ≠ -1 → ((√(2 * (1 + n.1 2)) : ℝ) : ℂ) ≠ 0 :=
    fun n hn => Complex.ofReal_ne_zero.2 (Real.sqrt_pos.2 (hpos n hn)).ne'
  constructor
  · refine continuousOn_pi.2 (Fin.forall_fin_two.2 ⟨?_, ?_⟩)
    · change ContinuousOn (fun n : Direction =>
        ((1 + n.1 2 : ℝ) : ℂ) / (√(2 * (1 + n.1 2)) : ℝ)) _
      exact ContinuousOn.div (by fun_prop) (by fun_prop) hne
    · change ContinuousOn (fun n : Direction =>
        ((n.1 0 : ℂ) + n.1 1 * Complex.I) / (√(2 * (1 + n.1 2)) : ℝ)) _
      exact ContinuousOn.div (by fun_prop) (by fun_prop) hne
  · intro n hn
    constructor
    · change ‖((1 + n.1 2 : ℝ) : ℂ) / (√(2 * (1 + n.1 2)) : ℝ)‖ ^ 2
        + ‖((n.1 0 : ℂ) + n.1 1 * Complex.I) / (√(2 * (1 + n.1 2)) : ℝ)‖ ^ 2 = 1
      rw [norm_div, norm_div, div_pow, div_pow, ← add_div, Complex.sq_norm, Complex.sq_norm,
        Complex.sq_norm, Complex.normSq_add_mul_I, Complex.normSq_ofReal,
        Complex.normSq_ofReal, Real.mul_self_sqrt (hpos n hn).le,
        div_eq_one_iff_eq (hpos n hn).ne']
      linear_combination n.2
    · have hC : (n.1 0 : ℂ) ^ 2 + (n.1 1 : ℂ) ^ 2 + (n.1 2 : ℂ) ^ 2 = 1 := by
        exact_mod_cast n.2
      rw [spin_up_iff]
      simp only [northGauge, Matrix.cons_val_zero, Matrix.cons_val_one, Complex.ofReal_add,
        Complex.ofReal_one]
      generalize ((√(2 * (1 + n.1 2)) : ℝ) : ℂ) = c
      constructor
      · linear_combination (1 / c) * hC - ((n.1 1 : ℂ) ^ 2 / c) * Complex.I_sq
      · ring

end

end NorthGaugeSpec
```

The compiler's answer:

```
Main.lean:52:33: error: `fun_prop` was unable to prove `ContinuousOn (fun n => ↑(1 + ↑n 2)) {n | ↑n 2 ≠ -1}`

Issues:
  No theorems found for `OfNat.ofNat` in order to prove `ContinuousOn (fun i => 1) ?t`
  Failed to infer `(?t : Set ℝ)` when applying theorem `continuousOn_const`.
  Failed to infer `(?t : Set ℝ)` when applying theorem `continuousOn_id'`.
  No theorems found for `Complex.ofReal` in order to prove `ContinuousOn (fun n0 => ↑n0) ?t`
  No theorems found for `Complex.ofReal` in order to prove `ContinuousOn (fun n => ↑(1 + ↑n 2)) {n | ↑n 2 ≠ -1}`
Main.lean:52:47: error: `fun_prop` was unable to prove `ContinuousOn (fun n => ↑√(2 * (1 + ↑n 2))) {n | ↑n 2 ≠ -1}`

Issues:
  No theorems found for `OfNat.ofNat` in order to prove `ContinuousOn (fun i => 2) ?t`
  No theorems found for `OfNat.ofNat` in order to prove `ContinuousOn (fun i => 1) ?t`
  Failed to infer `(?t : Set ℝ)` when applying theorem `continuousOn_const`.
  Failed to infer `(?t : Set ℝ)` when applying theorem `continuousOn_id'`.
  No theorems found for `Complex.ofReal` in order to prove `ContinuousOn (fun n0 => ↑n0) ?t`
  No theorems found for `Complex.ofReal` in order to prove `ContinuousOn (fun n => ↑√(2 * (1 + ↑n 2))) {n | ↑n 2 ≠ -1}`
Main.lean:55:33: error: `fun_prop` was unable to prove `ContinuousOn (fun n => ↑(↑n 0) + ↑(↑n 1) * Complex.I) {n | ↑n 2 ≠ -1}`

Issues:
  Failed to infer `(?t : Set (ℂ × ℂ))` when applying theorem `continuousOn_id'`.
  No theorems found for `Complex.ofReal` in order to prove `ContinuousOn (fun i0 => ↑i0) ?t`
  No theorems found for `Complex.ofReal` in order to prove `ContinuousOn (fun i => ↑(↑i 0)) {n | ↑n 2 ≠ -1}`
Main.lean:55:47: error: `fun_prop` was unable to prove `ContinuousOn (fun n => ↑√(2 * (1 + ↑n 2))) {n | ↑n 2 ≠ -1}`

Issues:
  No theorems found for `OfNat.ofNat` in order to prove `ContinuousOn (fun i => 2) ?t`
  No theorems found for `OfNat.ofNat` in order to prove `ContinuousOn (fun i => 1) ?t`
  Failed to infer `(?t : Set ℝ)` when applying theorem `continuousOn_const`.
  Failed to infer `(?t : Set ℝ)` when applying theorem `continuousOn_id'`.
  No theorems found for `Complex.ofReal` in order to prove `ContinuousOn (fun n0 => ↑n0) ?t`
  No theorems found for `Complex.ofReal` in order to prove `ContinuousOn (fun n => ↑√(2 * (1 + ↑n 2))) {n | ↑n 2 ≠ -1}`
```

Lean accepts the file once it reads:

```diff
@@ -46,12 +46,22 @@
   have hne : ∀ n : Direction, n.1 2 ≠ -1 → ((√(2 * (1 + n.1 2)) : ℝ) : ℂ) ≠ 0 :=
     fun n hn => Complex.ofReal_ne_zero.2 (Real.sqrt_pos.2 (hpos n hn)).ne'
+  have hk : ∀ k, Continuous fun n : Direction => n.1 k :=
+    fun k => (continuous_apply k).comp continuous_subtype_val
+  have hkC : ∀ k, Continuous fun n : Direction => (n.1 k : ℂ) :=
+    fun k => Complex.continuous_ofReal.comp (hk k)
+  have hroot : Continuous fun n : Direction => ((√(2 * (1 + n.1 2)) : ℝ) : ℂ) :=
+    Complex.continuous_ofReal.comp (Real.continuous_sqrt.comp
+      (continuous_const.mul (continuous_const.add (hk 2))))
+  have htop : Continuous fun n : Direction => ((1 + n.1 2 : ℝ) : ℂ) :=
+    Complex.continuous_ofReal.comp (continuous_const.add (hk 2))
   constructor
   · refine continuousOn_pi.2 (Fin.forall_fin_two.2 ⟨?_, ?_⟩)
     · change ContinuousOn (fun n : Direction =>
         ((1 + n.1 2 : ℝ) : ℂ) / (√(2 * (1 + n.1 2)) : ℝ)) _
-      exact ContinuousOn.div (by fun_prop) (by fun_prop) hne
+      exact ContinuousOn.div htop.continuousOn hroot.continuousOn hne
     · change ContinuousOn (fun n : Direction =>
         ((n.1 0 : ℂ) + n.1 1 * Complex.I) / (√(2 * (1 + n.1 2)) : ℝ)) _
-      exact ContinuousOn.div (by fun_prop) (by fun_prop) hne
+      exact ContinuousOn.div ((hkC 0).add ((hkC 1).mul continuous_const)).continuousOn
+        hroot.continuousOn hne
   · intro n hn
     constructor
```

All four errors come from the continuity part, where `fun_prop` has to prove numerators and denominators continuous on the set without the south pole. Each of these functions contains real numbers cast to complex ones, and every message reports that no theorem was found for that cast, `Complex.ofReal`, in the `ContinuousOn` goal. The lines about numerals and uninferred sets `?t` record other branches of the search that failed.

The repair supplies the missing step by name. `hk` proves that each coordinate is continuous on the sphere, and `hkC`, `hroot` and `htop` compose real functions with the cast through `Complex.continuous_ofReal`. These facts hold on the whole sphere, and `.continuousOn` restricts them to the set required. They replace the four `fun_prop` calls, with the second numerator assembled from `hkC` by a sum and a product. The division still rests on `hne`, which was already proved and is unchanged.
